# Ground energies of noninteracting finite-dimensional systems add

Suppose a method assigns two molecules that do not interact an energy different from the sum of their separate energies. The difference then shows up as a binding energy, or a repulsion, between systems that exert no force on each other. Configuration interaction truncated at double excitations has this defect. If each molecule is doubly excited, the pair is quadruply excited, and the truncated expansion of the pair leaves that configuration out. To blame the truncation, one has to know that the exact energy is free of the defect. For two noninteracting subsystems, each described by a finite Hermitian matrix, it is.

## Lower bound from slices, upper bound from products

Let $A$ and $B$ be Hermitian matrices, with rows labelled by $i, k$ for $A$ and by $j, l$ for $B$, and with at least one label each. Write $E_0(A)$ for the lowest eigenvalue of $A$, and $\langle v, w\rangle = \sum_i \overline{v_i}\, w_i$. The composite Hamiltonian is

$$H = A \otimes 1 + 1 \otimes B .$$

The claim is that $E_0(H) = E_0(A) + E_0(B)$, and that the product of any two fragment ground vectors is a ground vector of $H$.

The first ingredient is the variational bound. Expand $v = \sum_r c_r u_r$ in orthonormal eigenvectors of $A$ with eigenvalues $a_r$. Then

$$\langle v, A v\rangle = \sum_r a_r |c_r|^2 \ge E_0(A) \sum_r |c_r|^2 = E_0(A)\,\langle v, v\rangle .$$

A state of the composite is an array of amplitudes $\psi_{ij}$, on which $H$ acts by

$$(H\psi)_{ij} = \sum_k A_{ik}\psi_{kj} + \sum_l B_{jl}\psi_{il} .$$

The first term mixes only entries of the same column $\psi_{\cdot j}$, the second only entries of the same row $\psi_{i\cdot}$. Hence

$$\langle\psi, H\psi\rangle = \sum_j \langle \psi_{\cdot j}, A\psi_{\cdot j}\rangle + \sum_i \langle \psi_{i\cdot}, B\psi_{i\cdot}\rangle .$$

Apply the variational bound to every column and every row. The squared norms of the columns add up to $\langle\psi,\psi\rangle$, and so do those of the rows, which gives

$$\langle\psi, H\psi\rangle \ge \big(E_0(A) + E_0(B)\big)\langle\psi,\psi\rangle$$

for every $\psi$, entangled or not. If $\psi$ is a ground vector of $H$, the left side is $E_0(H)\langle\psi,\psi\rangle$. Dividing by the positive squared norm gives $E_0(H) \ge E_0(A) + E_0(B)$.

For the opposite inequality, take $A\varphi = a\varphi$ and $B\chi = b\chi$ with both vectors nonzero, and set $\psi_{ij} = \varphi_i\chi_j$. Then

$$(H\psi)_{ij} = (A\varphi)_i\,\chi_j + \varphi_i\,(B\chi)_j = (a+b)\,\varphi_i\chi_j .$$

This $\psi$ is nonzero, because some $\varphi_i$ and some $\chi_j$ are nonzero. With $a = E_0(A)$ and $b = E_0(B)$ the sum is an eigenvalue of $H$, so $E_0(H) \le E_0(A) + E_0(B)$.

In the smallest case $B$ is a single real number $b$. Then $H$ is $A + b\,1$, and the statement says that a constant shift of the Hamiltonian shifts the ground energy by the same constant. If $A$ is a single number $a$ as well, it reads $E_0(H) = a + b$.

## Energies, ground states and the composite Hamiltonian in Lean

The finite types `m` and `n` hold the basis labels of the two fragments.

```lean
import Mathlib

open Matrix
open scoped Kronecker ComplexOrder

namespace SizeConsistency

noncomputable section

variable {m n : Type*} [Fintype m] [DecidableEq m] [Fintype n] [DecidableEq n]
```

An energy is a real number $E$ for which some nonzero $v$ satisfies $Av = Ev$.

```lean
/-- The energies of a Hamiltonian matrix: its real eigenvalues. -/
def energies (A : Matrix n n ℂ) : Set ℝ :=
  {E | ∃ v : n → ℂ, v ≠ 0 ∧ A *ᵥ v = (E : ℂ) • v}
```

The ground energy is defined as an infimum, for any square matrix. That it is an eigenvalue when the matrix is Hermitian is proved further on.

```lean
/-- The ground energy: the infimum of the energies. -/
def groundEnergy (A : Matrix n n ℂ) : ℝ := sInf (energies A)
```

A ground state is any nonzero eigenvector at that energy; it need not be normalised.

```lean
/-- A ground state: a nonzero eigenvector belonging to the ground energy. -/
def IsGroundState (A : Matrix n n ℂ) (v : n → ℂ) : Prop :=
  v ≠ 0 ∧ A *ᵥ v = (groundEnergy A : ℂ) • v
```

The composite Hamiltonian is indexed by pairs `m × n`, so a composite state is an arbitrary function on pairs. The absence of interaction is built into this definition, since there is no coupling term. The fragments are also distinguishable: nothing is antisymmetrised between them, and no particle passes from one to the other.

```lean
/-- The Hamiltonian `A ⊗ 1 + 1 ⊗ B` of two systems that do not interact. -/
def kronSum (A : Matrix m m ℂ) (B : Matrix n n ℂ) : Matrix (m × n) (m × n) ℂ :=
  A ⊗ₖ (1 : Matrix n n ℂ) + (1 : Matrix m m ℂ) ⊗ₖ B

/-- The product state with amplitudes `φ i * χ j`. -/
def productState (φ : m → ℂ) (χ : n → ℂ) : m × n → ℂ := fun p => φ p.1 * χ p.2
```

## The lowest eigenvalue exists and bounds every expectation value

An infimum of a set of reals is attained if the set is finite and nonempty. For finiteness, each energy is a root of the characteristic polynomial: a nonzero solution of $(E - A)v = 0$ forces the determinant to vanish.

```lean
lemma energies_finite (A : Matrix n n ℂ) : (energies A).Finite := by
  -- every energy is a root of the characteristic polynomial
  refine (A.charpoly.roots.toFinset.finite_toSet.preimage
    Complex.ofReal_injective.injOn).subset ?_
  rintro E ⟨v, hv, h⟩
  have hdet : (Matrix.scalar n (E : ℂ) - A).det = 0 :=
    Matrix.exists_mulVec_eq_zero_iff.mp ⟨v, hv, by
      rw [Matrix.sub_mulVec, h]
      ext i
      simp [Matrix.scalar_apply]⟩
  have hr : A.charpoly.IsRoot (E : ℂ) := by
    rw [Polynomial.IsRoot.def, Matrix.eval_charpoly, hdet]
  exact Finset.mem_coe.mpr (Multiset.mem_toFinset.mpr
    ((Polynomial.mem_roots A.charpoly_monic.ne_zero).mpr hr))
```

The spectral theorem supplies eigenvectors, and hence energies, for a Hermitian matrix.

```lean
lemma eigenvalue_mem {A : Matrix n n ℂ} (hA : A.IsHermitian) (i : n) :
    hA.eigenvalues i ∈ energies A := by
  refine ⟨(hA.eigenvectorBasis i).ofLp, fun h => ?_, ?_⟩
  · exact hA.eigenvectorBasis.orthonormal.ne_zero i (by ext k; exact congrFun h k)
  · exact (hA.mulVec_eigenvectorBasis i).trans (by ext k; simp)
```

Together these show that `groundEnergy A` belongs to the set of energies and lies below all its other members. This is where `Nonempty` enters. A matrix without rows has no energies, and Lean sets the infimum of the empty set to 0, so additivity would fail for an empty `m` whenever $E_0(B) \neq 0$.

```lean
/-- The ground energy of a Hermitian Hamiltonian is its lowest eigenvalue. -/
theorem groundEnergy_isLeast [Nonempty n] {A : Matrix n n ℂ} (hA : A.IsHermitian) :
    IsLeast (energies A) (groundEnergy A) :=
  ⟨Set.Nonempty.csInf_mem ⟨_, eigenvalue_mem hA (Classical.arbitrary n)⟩ (energies_finite A),
    fun _ hE => csInf_le (energies_finite A).bddBelow hE⟩
```

The variational bound is stated for unnormalised vectors, with the squared norm on the left; for a normalised `v` it says that the expectation value is at least the ground energy. The expression `star v ⬝ᵥ w` is $\langle v, w\rangle$, and `.re` takes the real part, which for a Hermitian matrix is the whole expectation value.

The proof uses the shifted matrix $A - E_0(A)\,1$ in place of the explicit expansion. An eigenvalue $s$ of the shifted matrix makes $s + E_0(A)$ an energy of $A$, so $s \ge 0$. The shifted matrix is therefore positive semidefinite, and writing this out for `v` gives the bound.

```lean
/-- For Hermitian `A` and any vector `v`, the real part of `⟨v, A v⟩` is at least the ground energy
of `A` times the squared norm of `v`. -/
theorem variational_bound {A : Matrix n n ℂ} (hA : A.IsHermitian) (v : n → ℂ) :
    groundEnergy A * (star v ⬝ᵥ v).re ≤ (star v ⬝ᵥ A *ᵥ v).re := by
  have hS : (A - (groundEnergy A : ℂ) • (1 : Matrix n n ℂ)).IsHermitian := by
    unfold Matrix.IsHermitian
    rw [conjTranspose_sub, conjTranspose_smul, conjTranspose_one, hA.eq]
    simp
  -- the shifted Hamiltonian has no negative eigenvalue
  have hP : (A - (groundEnergy A : ℂ) • (1 : Matrix n n ℂ)).PosSemidef := by
    refine hS.posSemidef_iff_eigenvalues_nonneg.mpr (fun i => ?_)
    obtain ⟨w, hw, h⟩ := eigenvalue_mem hS i
    rw [Matrix.sub_mulVec, Matrix.smul_mulVec, Matrix.one_mulVec, sub_eq_iff_eq_add] at h
    have hmem : hS.eigenvalues i + groundEnergy A ∈ energies A :=
      ⟨w, hw, by rw [h, Complex.ofReal_add, add_smul]⟩
    have hle : groundEnergy A ≤ hS.eigenvalues i + groundEnergy A :=
      csInf_le (energies_finite A).bddBelow hmem
    show (0 : ℝ) ≤ hS.eigenvalues i
    linarith
  have h := hP.dotProduct_mulVec_nonneg v
  rw [Matrix.sub_mulVec, Matrix.smul_mulVec, Matrix.one_mulVec, dotProduct_sub,
    dotProduct_smul] at h
  have h1 := (Complex.le_def.mp h).1
  simp only [Complex.zero_re, Complex.sub_re, smul_eq_mul, Complex.re_ofReal_mul] at h1
  linarith
```

## Product states and their energies

The next lemma is the formula for $(H\psi)_{ij}$. The identity matrix in each Kronecker product collapses one of the two sums.

```lean
lemma kronSum_mulVec_apply (A : Matrix m m ℂ) (B : Matrix n n ℂ) (ψ : m × n → ℂ)
    (i : m) (j : n) : (kronSum A B *ᵥ ψ) (i, j) =
      (A *ᵥ fun k => ψ (k, j)) i + (B *ᵥ fun l => ψ (i, l)) j := by
  rw [kronSum, Matrix.add_mulVec, Pi.add_apply]
  congr 1
  · simp only [Matrix.mulVec, dotProduct]
    rw [Fintype.sum_prod_type]
    simp [Matrix.one_apply]
  · simp only [Matrix.mulVec, dotProduct]
    rw [Fintype.sum_prod_type_right]
    simp [Matrix.one_apply]
```

On a product state, this becomes the rule that each Hamiltonian acts on its own factor.

```lean
/-- On a product state each fragment Hamiltonian acts on its own factor. -/
theorem kronSum_mulVec_productState (A : Matrix m m ℂ) (B : Matrix n n ℂ)
    (φ : m → ℂ) (χ : n → ℂ) : kronSum A B *ᵥ productState φ χ =
      productState (A *ᵥ φ) χ + productState φ (B *ᵥ χ) := by
  ext ⟨i, j⟩
  rw [kronSum_mulVec_apply]
  simp only [productState, Pi.add_apply, Matrix.mulVec, dotProduct, Finset.sum_mul,
    Finset.mul_sum]
  congr 1 <;> exact Finset.sum_congr rfl (fun _ _ => by ring)
```

Overlaps of product states factorise, because the double sum over $i$ and $j$ separates.

```lean
omit [DecidableEq m] [DecidableEq n] in
/-- The overlap of two product states is the product of the fragment overlaps. -/
theorem productState_overlap (φ φ' : m → ℂ) (χ χ' : n → ℂ) :
    star (productState φ χ) ⬝ᵥ productState φ' χ' = (star φ ⬝ᵥ φ') * (star χ ⬝ᵥ χ') := by
  simp only [dotProduct, productState, Pi.star_apply, star_mul', Fintype.sum_prod_type,
    Finset.sum_mul_sum]
  exact Finset.sum_congr rfl fun _ _ => Finset.sum_congr rfl fun _ _ => by ring
```

For normalised factors, the last two results combine into

$$\langle \varphi\otimes\chi, H\,(\varphi\otimes\chi)\rangle = \langle\varphi, A\varphi\rangle + \langle\chi, B\chi\rangle .$$

The factors are arbitrary trial states here, not eigenvectors, and the matrices need not be Hermitian. The hypotheses `hφ` and `hχ` are the normalisation conditions; without them each term would carry the squared norm of the other factor.

```lean
/-- For normalized fragment states, the energy expectation value of the product state is the
sum of the fragment expectation values. -/
theorem productState_energy (A : Matrix m m ℂ) (B : Matrix n n ℂ) {φ : m → ℂ} {χ : n → ℂ}
    (hφ : star φ ⬝ᵥ φ = 1) (hχ : star χ ⬝ᵥ χ = 1) :
    star (productState φ χ) ⬝ᵥ kronSum A B *ᵥ productState φ χ =
      star φ ⬝ᵥ A *ᵥ φ + star χ ⬝ᵥ B *ᵥ χ := by
  rw [kronSum_mulVec_productState, dotProduct_add, productState_overlap,
    productState_overlap, hφ, hχ, mul_one, one_mul]
```

## No composite state lies lower

The lower bound follows the slicing argument. In the code, `hsplit` is the decomposition of $\langle\psi, H\psi\rangle$ into columns and rows, while `hcol` and `hrow` express $\langle\psi,\psi\rangle$ as a sum over columns and as a sum over rows. The two final steps apply `variational_bound` to each slice and add up. The slices are not normalised and some may vanish, which is why the bound was stated with the squared norm.

```lean
/-- For Hermitian `A` and `B`, `H = kronSum A B` and any composite vector `ψ`, the real part of `⟨ψ,
H ψ⟩` is at least the sum of the fragment ground energies times the squared norm of `ψ`. -/
theorem composite_bound {A : Matrix m m ℂ} {B : Matrix n n ℂ} (hA : A.IsHermitian)
    (hB : B.IsHermitian) (ψ : m × n → ℂ) :
    (groundEnergy A + groundEnergy B) * (star ψ ⬝ᵥ ψ).re ≤
      (star ψ ⬝ᵥ kronSum A B *ᵥ ψ).re := by
  -- slice the state into columns (for A) and rows (for B)
  have hsplit : star ψ ⬝ᵥ kronSum A B *ᵥ ψ =
      ∑ j, star (fun k => ψ (k, j)) ⬝ᵥ A *ᵥ (fun k => ψ (k, j)) +
      ∑ i, star (fun l => ψ (i, l)) ⬝ᵥ B *ᵥ (fun l => ψ (i, l)) := by
    have h : ∀ p : m × n, (kronSum A B *ᵥ ψ) p =
        (A *ᵥ fun k => ψ (k, p.2)) p.1 + (B *ᵥ fun l => ψ (p.1, l)) p.2 :=
      fun p => kronSum_mulVec_apply A B ψ p.1 p.2
    simp only [dotProduct, Pi.star_apply, h, mul_add, Finset.sum_add_distrib]
    congr 1
    · exact Fintype.sum_prod_type_right _
    · exact Fintype.sum_prod_type _
  have hcol : star ψ ⬝ᵥ ψ = ∑ j, star (fun k => ψ (k, j)) ⬝ᵥ (fun k => ψ (k, j)) := by
    simp only [dotProduct, Pi.star_apply]
    exact Fintype.sum_prod_type_right _
  have hrow : star ψ ⬝ᵥ ψ = ∑ i, star (fun l => ψ (i, l)) ⬝ᵥ (fun l => ψ (i, l)) := by
    simp only [dotProduct, Pi.star_apply]
    exact Fintype.sum_prod_type _
  rw [hsplit, Complex.add_re, add_mul]
  refine add_le_add ?_ ?_
  · rw [hcol, Complex.re_sum, Complex.re_sum, Finset.mul_sum]
    exact Finset.sum_le_sum fun j _ => variational_bound hA _
  · rw [hrow, Complex.re_sum, Complex.re_sum, Finset.mul_sum]
    exact Finset.sum_le_sum fun i _ => variational_bound hB _
```

## Additivity of the ground energy

Products of eigenvectors are eigenvectors, and their eigenvalues add. This holds for any matrices and any complex eigenvalues `a` and `b`.

```lean
/-- A product of fragment eigenstates is an eigenstate of the composite, and its eigenvalue is
the sum of the fragment eigenvalues. -/
theorem productState_eigen {A : Matrix m m ℂ} {B : Matrix n n ℂ} {φ : m → ℂ} {χ : n → ℂ}
    {a b : ℂ} (hφ : φ ≠ 0 ∧ A *ᵥ φ = a • φ) (hχ : χ ≠ 0 ∧ B *ᵥ χ = b • χ) :
    productState φ χ ≠ 0 ∧
      kronSum A B *ᵥ productState φ χ = (a + b) • productState φ χ := by
  constructor
  · obtain ⟨i, hi⟩ := Function.ne_iff.mp hφ.1
    obtain ⟨j, hj⟩ := Function.ne_iff.mp hχ.1
    exact fun h => mul_ne_zero hi hj (congrFun h (i, j))
  · rw [kronSum_mulVec_productState, hφ.2, hχ.2]
    ext p
    simp only [productState, Pi.add_apply, Pi.smul_apply, smul_eq_mul]
    ring
```

Two facts remain. The composite Hamiltonian is Hermitian, so its own ground energy is attained, and a nonzero vector has positive squared norm, so one may divide by it.

```lean
omit [Fintype m] [Fintype n] in
lemma kronSum_isHermitian {A : Matrix m m ℂ} {B : Matrix n n ℂ} (hA : A.IsHermitian)
    (hB : B.IsHermitian) : (kronSum A B).IsHermitian := by
  unfold Matrix.IsHermitian kronSum
  simp only [conjTranspose_add, conjTranspose_kronecker, conjTranspose_one, hA.eq, hB.eq]

omit [DecidableEq n] in
lemma normSq_pos {v : n → ℂ} (hv : v ≠ 0) : 0 < (star v ⬝ᵥ v).re := by
  obtain ⟨i, hi⟩ := Function.ne_iff.mp hv
  have h : (star v ⬝ᵥ v).re = ∑ i, Complex.normSq (v i) := by
    simp [dotProduct, Complex.normSq_apply]
  rw [h]
  exact Finset.sum_pos' (fun i _ => Complex.normSq_nonneg _)
    ⟨i, Finset.mem_univ i, Complex.normSq_pos.mpr hi⟩
```

The main theorem has two parts. For Hermitian `A` and `B` on nonempty index types, the ground energy of `kronSum A B` equals the sum of the fragment ground energies. Moreover, whenever `φ` and `χ` are ground states of the fragments, `productState φ χ` is a ground state of the composite.

The equality is split by `le_antisymm`. The first half takes a ground vector of each fragment and uses their product as a witness that the sum is an energy of the composite. The second half takes a ground vector of the composite, inserts its eigenvalue equation into `composite_bound`, and cancels the squared norm. The second part of the theorem then follows from `productState_eigen` and the equality just obtained.

```lean
/-- Size consistency of exact energies: the ground energy of two noninteracting systems is the
sum of their ground energies, and any product of ground states is a ground state. -/
theorem groundEnergy_additive [Nonempty m] [Nonempty n] {A : Matrix m m ℂ}
    {B : Matrix n n ℂ} (hA : A.IsHermitian) (hB : B.IsHermitian) :
    groundEnergy (kronSum A B) = groundEnergy A + groundEnergy B ∧
      ∀ φ χ, IsGroundState A φ → IsGroundState B χ →
        IsGroundState (kronSum A B) (productState φ χ) := by
  have hK := groundEnergy_isLeast (kronSum_isHermitian hA hB)
  have hE : groundEnergy (kronSum A B) = groundEnergy A + groundEnergy B := by
    apply le_antisymm
    · -- the product of two ground states attains the sum
      obtain ⟨φ, hφ⟩ := (groundEnergy_isLeast hA).1
      obtain ⟨χ, hχ⟩ := (groundEnergy_isLeast hB).1
      have h := productState_eigen hφ hχ
      exact hK.2 ⟨productState φ χ, h.1, by rw [Complex.ofReal_add]; exact h.2⟩
    · -- no state of the composite lies lower
      obtain ⟨ψ, hψ, eψ⟩ := hK.1
      have h := composite_bound hA hB ψ
      rw [eψ, dotProduct_smul, smul_eq_mul, Complex.re_ofReal_mul] at h
      exact le_of_mul_le_mul_right h (normSq_pos hψ)
  refine ⟨hE, fun φ χ hφ hχ => ?_⟩
  have h := productState_eigen hφ hχ
  exact ⟨h.1, by rw [hE, Complex.ofReal_add]; exact h.2⟩

end

end SizeConsistency
```

Size consistency is usually a property asked of approximate methods. The theorem concerns the exact ground energy of two noninteracting subsystems with finite-dimensional state spaces. It models two distant molecules in a finite basis, each keeping a fixed number of electrons, with no antisymmetrisation between them. Within that model, a failure of additivity in an approximate method is an error of the method. It does not say that every ground state of the composite is a product: when both fragment ground levels are degenerate, superpositions of products give entangled ground states at the same energy.

```lean
#print axioms SizeConsistency.productState_energy
-- 'SizeConsistency.productState_energy' depends on axioms: [propext, Classical.choice, Quot.sound]
#print axioms SizeConsistency.groundEnergy_additive
-- 'SizeConsistency.groundEnergy_additive' depends on axioms: [propext, Classical.choice, Quot.sound]
```
